# Gallavotti–Cohen symmetry of the tilted rate matrix under local detailed balance

Counting statistics is represented here by a matrix, not by random trajectories. A finite system jumps between states, w_ij is the rate of the jump j → i, and a real number d_ij is the charge counted in that jump. A counting field x enters by weighting each jump, which gives the tilted matrix

M(x)_ij = w_ij exp(x d_ij).

Let the diagonal of w hold minus the escape rates, and let d_ii = 0. If N is the net charge counted up to time t and p_j are the initial probabilities, the average of exp(xN) is

G(x,t) = Σ_ij [exp(tM(x))]_ij p_j.

This formula is taken as the definition of the generating function. Its derivation from a jump process is standard, but is not part of the development below.

## Reflecting the counting field

Two conditions are imposed. The charge is antisymmetric, d_ij = −d_ji, so a reversed jump undoes the count. The rates obey local detailed balance,

w_ij = w_ji exp(F d_ij + E_j − E_i),

with state energies E_i and an affinity F, both in units of the temperature. Physically, each jump is caused by an environment in equilibrium, and the ratio of forward to backward rates is fixed by the energy released plus the work F d_ij done by the drive. The relation is assumed here, not derived from a microscopic coupling. For i = j it says nothing, because d_ii = 0, so the diagonal of w is free. In a Markov generator it holds minus the escape rates.

The claim is that M(x) and M(−F−x) have the same characteristic polynomial. Insert local detailed balance into the reflected matrix:

M(−F−x)_ij = w_ji exp(F d_ij + E_j − E_i) exp(−F d_ij − x d_ij)

= exp(−E_i) w_ji exp(x d_ji) exp(E_j)

= exp(−E_i) M(x)_ji exp(E_j).

The affinity has cancelled, and antisymmetry has turned −x d_ij into x d_ji. With the diagonal matrix D whose entries are D_ii = exp(−E_i), this reads

M(−F−x) = D M(x)ᵀ D⁻¹.

Similarity and transposition both preserve the characteristic polynomial:

det(λ − M(−F−x)) = det(λ − M(x)ᵀ) = det(λ − M(x)).

All eigenvalues therefore agree, and so does the largest real part among them. For non-negative jump rates and strictly positive initial weights, that number is the long-time growth rate of G.

## Exact symmetry at finite time

Every power of M(−F−x) is related to the same power of M(x)ᵀ by D, so the exponential series gives

[exp(tM(−F−x))]_ij = exp(−E_i) [exp(tM(x))]_ji exp(E_j).

Start from the Boltzmann distribution p_j = exp(−E_j)/Z, with Z = Σ_k exp(−E_k). The factor exp(E_j) cancels against p_j, and exp(−E_i)/Z is p_i:

G(−F−x,t) = Σ_ij [exp(tM(x))]_ji p_i = G(x,t).

If in addition every column of w sums to zero, probability is conserved. Summing the exponential series over the final state leaves only its zeroth term, because each higher power of w contains a vanishing column sum. Hence Σ_i [exp(tw)]_ij = 1. Since M(0) = w, we have G(0,t) = Σ_j p_j = 1, and the symmetry at x = 0 gives

G(−F,t) = 1.

This is an integral fluctuation theorem: the average of exp(−FN) is one at every time.

## A three-state ring in numbers

Take a ring 0 → 1 → 2 → 0 with equal energies, charge +1 for each forward step and −1 for each backward step. Choose F = 2 ln 2, forward rate 2 and backward rate 1/2. Their ratio is 4 = exp(F), as required, and each diagonal entry is −5/2.

At x = ln 2 the forward entries become 4 and the backward entries 1/4. At −F−x = −3 ln 2 they become 2/8 = 1/4 and 8/2 = 4, so the two values are exchanged. For forward entry a and backward entry b, with μ = λ + 5/2, the characteristic polynomial is

μ³ − 3ab μ − (a³ + b³),

which does not change when a and b are exchanged. Here it is μ³ − 3μ − 4097/64. Its real root is μ = a + b = 17/4, so the leading eigenvalue is λ = 7/4 at both fields. Every column of either matrix sums to 7/4, and therefore G = exp(7t/4) in both cases. At x = −F the entries are 1/2 and 2, the columns sum to zero, and G = 1.

## Rates, charges and the generating function in Lean

The states form an arbitrary finite type `n`, and matrices have real entries.

```lean
import Mathlib

open Matrix

namespace GallavottiCohenCounting

noncomputable section

variable {n : Type*} [Fintype n] [DecidableEq n]
```

Local detailed balance is a proposition about the rates `w`, the charges `d`, the affinity `F` and the energies `E`. The first index is the final state, which fixes the sign of the energy difference.

```lean
/-- Local detailed balance: forward and backward rates differ by the Boltzmann factor of the
energy difference and of the work done by the affinity `F` on the counted charge `d i j`. -/
def LocalDetailedBalance (w d : Matrix n n ℝ) (F : ℝ) (E : n → ℝ) : Prop :=
  ∀ i j, w i j = w j i * Real.exp (F * d i j + E j - E i)
```

The tilted matrix has one charge for each ordered pair of states. Two reservoirs that connect the same pair of states but contribute different charges would need a sum of weighted rates in a single entry, which this model does not cover.

```lean
/-- The tilted matrix: each jump `j → i` is weighted by the exponential of the counting field
`x` times the charge `d i j`. -/
def tilted (w d : Matrix n n ℝ) (x : ℝ) : Matrix n n ℝ :=
  Matrix.of fun i j => w i j * Real.exp (x * d i j)
```

The initial distribution and the generating function follow the formulas above. `NormedSpace.exp` is the matrix exponential, not an entrywise one.

```lean
/-- The normalised Boltzmann distribution, in units of the temperature. -/
def boltzmann (E : n → ℝ) (j : n) : ℝ :=
  Real.exp (-E j) / ∑ k, Real.exp (-E k)

/-- The generating function of the charge counted up to time `t`, from initial weights `p`. -/
def countingGF (w d : Matrix n n ℝ) (p : n → ℝ) (x t : ℝ) : ℝ :=
  ∑ i, ∑ j, NormedSpace.exp (t • tilted w d x) i j * p j
```

The leading rate is defined through the complex roots of the real characteristic polynomial. `IsGreatest` requires that `r` be the real part of some root and that no root have a larger one.

```lean
/-- The number `r` is the largest real part among the complex eigenvalues of `A`. -/
def IsLeadingRate (A : Matrix n n ℝ) (r : ℝ) : Prop :=
  IsGreatest {s : ℝ | ∃ z : ℂ, (A.charpoly.map (algebraMap ℝ ℂ)).IsRoot z ∧ z.re = s} r
```

Nothing in these definitions makes the off-diagonal rates non-negative. The algebra holds without that condition, but the reading as probabilities needs it.

## From the similarity to the spectrum

The first lemma says that the two diagonal Boltzmann matrices are inverse to each other.

```lean
lemma diagonal_exp_mul (E : n → ℝ) :
    diagonal (fun i => Real.exp (-E i)) * diagonal (fun i => Real.exp (E i)) = 1 := by
  rw [diagonal_mul_diagonal, ← diagonal_one]
  congr 1
  funext i
  rw [← Real.exp_add, neg_add_cancel, Real.exp_zero]
```

The next theorem is the relation M(−F−x) = D M(x)ᵀ D⁻¹. The proof compares entries. The intermediate statement `h` collects the exponents, where `ring` performs the cancellation of F, and `linear_combination` multiplies the result by the common rate `w j i`.

```lean
/-- Reflecting the counting field, `x → -F - x`, transposes the tilted matrix up to a similarity
by Boltzmann factors. -/
theorem tilted_reflect {w d : Matrix n n ℝ} {F : ℝ} {E : n → ℝ}
    (hd : ∀ i j, d i j = -d j i) (hw : LocalDetailedBalance w d F E) (x : ℝ) :
    tilted w d (-F - x) = diagonal (fun i => Real.exp (-E i)) * (tilted w d x)ᵀ *
      diagonal (fun i => Real.exp (E i)) := by
  ext i j
  rw [mul_diagonal, diagonal_mul, transpose_apply]
  change w i j * Real.exp ((-F - x) * d i j) =
    Real.exp (-E i) * (w j i * Real.exp (x * d j i)) * Real.exp (E j)
  -- the affinity cancels, and antisymmetry turns `-x d i j` into `x d j i`
  have h : Real.exp (F * d i j + E j - E i) * Real.exp ((-F - x) * d i j) =
      Real.exp (-E i) * Real.exp (x * d j i) * Real.exp (E j) := by
    rw [← Real.exp_add, ← Real.exp_add, ← Real.exp_add, hd i j]
    congr 1
    ring
  rw [hw i j]
  linear_combination w j i * h
```

For the characteristic polynomial, `Matrix.charpoly_mul_comm` moves D cyclically to the other end of the product, where it meets its inverse. `Matrix.charpoly_transpose` then removes the transpose. The hypotheses `hd` and `hw` are antisymmetry and local detailed balance; conservation of probability is not needed.

```lean
/-- The tilted matrices at the counting fields `x` and `-F - x` have the same characteristic
polynomial. -/
theorem charpoly_symmetry {w d : Matrix n n ℝ} {F : ℝ} {E : n → ℝ}
    (hd : ∀ i j, d i j = -d j i) (hw : LocalDetailedBalance w d F E) (x : ℝ) :
    (tilted w d (-F - x)).charpoly = (tilted w d x).charpoly := by
  have h := mul_eq_one_comm.mp (diagonal_exp_mul E)
  rw [tilted_reflect hd hw, Matrix.mul_assoc, Matrix.charpoly_mul_comm, Matrix.mul_assoc, h,
    Matrix.mul_one, Matrix.charpoly_transpose]
```

Since the leading rate depends only on the characteristic polynomial, its symmetry follows by rewriting. The statement is an equivalence: a number `r` is the leading rate at −F−x exactly when it is the leading rate at x.

```lean
/-- Gallavotti-Cohen symmetry: the leading rate of the tilted matrix is the same at the
counting fields `x` and `-F - x`. -/
theorem gallavotti_cohen {w d : Matrix n n ℝ} {F : ℝ} {E : n → ℝ}
    (hd : ∀ i j, d i j = -d j i) (hw : LocalDetailedBalance w d F E) (x r : ℝ) :
    IsLeadingRate (tilted w d (-F - x)) r ↔ IsLeadingRate (tilted w d x) r := by
  unfold IsLeadingRate
  rw [charpoly_symmetry hd hw]
```

The name Gallavotti–Cohen is also attached to a statement about large deviations of entropy production in chaotic dynamics. What is established here is the spectral symmetry for finite jump models; no large-deviation limit is taken.

## From the propagator to the fluctuation theorem

The similarity carries over to the exponential through `Matrix.exp_conj`, and the transpose through `Matrix.exp_transpose`. Reading off an entry gives the reflected propagator. The time `t` may be any real number.

```lean
/-- The tilted propagator from `j` to `i` at the reflected counting field equals the one from
`i` to `j` at the original field, times Boltzmann factors. -/
theorem propagator_reflect {w d : Matrix n n ℝ} {F : ℝ} {E : n → ℝ}
    (hd : ∀ i j, d i j = -d j i) (hw : LocalDetailedBalance w d F E) (x t : ℝ) (i j : n) :
    NormedSpace.exp (t • tilted w d (-F - x)) i j =
      Real.exp (-E i) * NormedSpace.exp (t • tilted w d x) j i * Real.exp (E j) := by
  have h := diagonal_exp_mul E
  have hu : IsUnit (diagonal (fun i => Real.exp (-E i))) :=
    ⟨⟨_, _, h, mul_eq_one_comm.mp h⟩, rfl⟩
  -- the exponential commutes with similarity and with transposition
  have key := Matrix.exp_conj _ ((t • tilted w d x)ᵀ) hu
  rw [Matrix.inv_eq_right_inv h, Matrix.exp_transpose, Matrix.transpose_smul,
    Matrix.mul_smul, Matrix.smul_mul, ← tilted_reflect hd hw] at key
  rw [key, mul_diagonal, diagonal_mul, transpose_apply]
```

In the finite-time theorem, `Finset.sum_comm` exchanges initial and final states on one side, after which the two double sums agree term by term. The step by hand in which exp(E_j) cancels against the Boltzmann weight is `h`, with the indices exchanged. The Boltzmann distribution is a choice of initial state, and for F ≠ 0 it is in general not stationary.

```lean
/-- For antisymmetric charges and rates that obey local detailed balance, started from the Boltzmann
distribution, the counting statistics obey the symmetry `x → -F - x` exactly at every time `t`. -/
theorem finite_time_symmetry {w d : Matrix n n ℝ} {F : ℝ} {E : n → ℝ}
    (hd : ∀ i j, d i j = -d j i) (hw : LocalDetailedBalance w d F E) (x t : ℝ) :
    countingGF w d (boltzmann E) (-F - x) t = countingGF w d (boltzmann E) x t := by
  unfold countingGF
  rw [Finset.sum_comm]
  refine Finset.sum_congr rfl fun i _ => Finset.sum_congr rfl fun j _ => ?_
  have h : Real.exp (E i) * Real.exp (-E i) = 1 := by
    rw [← Real.exp_add, add_neg_cancel, Real.exp_zero]
  rw [propagator_reflect hd hw]
  unfold boltzmann
  linear_combination (Real.exp (-E j) * NormedSpace.exp (t • tilted w d x) i j /
    ∑ k, Real.exp (-E k)) * h
```

Conservation of probability is proved for any matrix with vanishing column sums. Multiplication from the left by the all-ones matrix `J` sums over final states. From `J * A = 0` every term of the exponential series beyond the zeroth vanishes, and uniqueness of the sum gives `J * NormedSpace.exp A = J`. The norm introduced at the start of the proof is there so that Mathlib's theorem on the convergence of the exponential series can be applied.

```lean
/-- If every column of a generator sums to zero, every column of its exponential sums to one. -/
theorem exp_column_sum (A : Matrix n n ℝ) (hA : ∀ j, ∑ i, A i j = 0) (j : n) :
    ∑ i, NormedSpace.exp A i j = 1 := by
  let : NormedRing (Matrix n n ℝ) := Matrix.linftyOpNormedRing
  let : NormedAlgebra ℝ (Matrix n n ℝ) := Matrix.linftyOpNormedAlgebra
  let J : Matrix n n ℝ := Matrix.of fun _ _ => 1
  have hJ : J * A = 0 := by
    ext a b
    simp [J, Matrix.mul_apply, hA]
  have hs : HasSum (fun k : ℕ => ((k.factorial : ℝ)⁻¹) • A ^ k) (NormedSpace.exp A) :=
    NormedSpace.exp_series_hasSum_exp' A
  -- only the zeroth term of the exponential series survives summation over final states
  have h0 := hasSum_single (f := fun k : ℕ => J * (((k.factorial : ℝ)⁻¹) • A ^ k)) 0 (by
    intro k hk
    obtain ⟨m, rfl⟩ := Nat.exists_eq_succ_of_ne_zero hk
    change J * (_ • A ^ (m + 1)) = 0
    rw [Matrix.mul_smul, pow_succ', ← Matrix.mul_assoc, hJ, Matrix.zero_mul, smul_zero])
  have h1 : J * NormedSpace.exp A = J := by
    have h2 := (hs.mul_left J).unique h0
    simpa using h2
  have h3 := congrFun (congrFun h1 j) j
  simpa [J, Matrix.mul_apply] using h3
```

The fluctuation theorem combines the two results at x = 0. Here `hc` is the condition that the columns of `w` sum to zero. There must be at least one state, since otherwise the generating function is an empty sum and equals zero.

```lean
/-- Integral fluctuation theorem: for antisymmetric charges and a probability-conserving generator
that obeys local detailed balance, started from the Boltzmann distribution, the generating function
at the counting field `-F` equals one. -/
theorem integral_fluctuation [Nonempty n] {w d : Matrix n n ℝ} {F : ℝ} {E : n → ℝ}
    (hd : ∀ i j, d i j = -d j i) (hw : LocalDetailedBalance w d F E)
    (hc : ∀ j, ∑ i, w i j = 0) (t : ℝ) :
    countingGF w d (boltzmann E) (-F) t = 1 := by
  have h := finite_time_symmetry hd hw 0 t
  rw [sub_zero] at h
  have h0 : tilted w d 0 = w := by
    ext i j
    simp [tilted]
  have hcol : ∀ j, ∑ i, (t • w) i j = 0 := by
    intro j
    simp only [Matrix.smul_apply, smul_eq_mul]
    rw [← Finset.mul_sum, hc, mul_zero]
  have hZ : 0 < ∑ k, Real.exp (-E k) :=
    Finset.sum_pos (fun k _ => Real.exp_pos _) Finset.univ_nonempty
  rw [h]
  unfold countingGF
  rw [h0, Finset.sum_comm]
  simp_rw [← Finset.sum_mul, exp_column_sum _ hcol, one_mul]
  unfold boltzmann
  rw [← Finset.sum_div, div_self hZ.ne']
```

## The driven ring satisfies every hypothesis

The ring of the numerical example is defined for arbitrary `F`, with rates exp(F/2) forward and exp(−F/2) backward.

```lean
/-- Charge counted on a three-state ring: plus one for each step `0 → 1 → 2 → 0`, minus one for
each step back. -/
def ringJump : Matrix (Fin 3) (Fin 3) ℝ := !![0, -1, 1; 1, 0, -1; -1, 1, 0]

/-- Generator of a three-state ring driven by the affinity `F` per step. -/
def ringRate (F : ℝ) : Matrix (Fin 3) (Fin 3) ℝ :=
  Matrix.of fun i j => if i = j then -(Real.exp (F / 2) + Real.exp (-F / 2))
    else Real.exp (F * ringJump i j / 2)
```

The last theorem checks antisymmetry, local detailed balance and conservation of probability. The first and third are verified case by case over the three states. For the second, the diagonal is trivial, and off the diagonal the exponents F d_ij/2 and F d_ji/2 differ by F d_ij.

```lean
/-- The driven three-state ring with equal energies has antisymmetric charges, obeys local
detailed balance and conserves probability, for every affinity `F`. -/
theorem ring_witness (F : ℝ) :
    (∀ i j, ringJump i j = -ringJump j i) ∧
      LocalDetailedBalance (ringRate F) ringJump F (fun _ => 0) ∧
      ∀ j, ∑ i, ringRate F i j = 0 := by
  have hd : ∀ i j, ringJump i j = -ringJump j i := by
    intro i j
    fin_cases i <;> fin_cases j <;> simp [ringJump]
  refine ⟨hd, ?_, ?_⟩
  · intro i j
    by_cases hij : i = j
    · subst hij
      have h0 : ringJump i i = 0 := by linarith [hd i i]
      simp [h0]
    · simp only [ringRate, Matrix.of_apply, if_neg hij, if_neg (Ne.symm hij)]
      rw [← Real.exp_add, hd j i]
      congr 1
      ring
  · intro j
    fin_cases j <;> simp [ringRate, ringJump, Fin.sum_univ_three]

end

end GallavottiCohenCounting
```

For F ≠ 0 the ring is truly driven. The product of its forward rates divided by the product of its backward rates is exp(3F), whereas energy differences alone would cancel around the cycle and give 1.

In quantum transport, a single dot between two leads is outside the theorems as stated, because both leads connect the same pair of states with different charges. The theorems do apply to two dots in series, each coupled to its own lead, if particles tunnel one at a time, the populations of states with a definite particle number on each dot obey a classical rate equation with local detailed balance, and all baths have the same temperature. For eigenstates spread over both dots, the two leads would again connect the same pair of states. If the count is the number of particles entering from one lead, F is that lead's chemical potential minus the other's, and E_i is the energy of state i minus the other lead's chemical potential times the particle number of state i, all in units of the temperature. The initial distribution of the finite-time theorems is then grand canonical with respect to that other lead. In a simulation of such a model, spectra at x and −F−x that differ by more than rounding error show that the rates or charges violate the assumed conditions. Agreement does not prove them correct: for two states with antisymmetric charges the spectrum does not depend on x at all, whatever the rates.

```lean
#print axioms GallavottiCohenCounting.gallavotti_cohen
#print axioms GallavottiCohenCounting.integral_fluctuation
```

```
'GallavottiCohenCounting.gallavotti_cohen' depends on axioms: [propext, Classical.choice, Quot.sound]
'GallavottiCohenCounting.integral_fluctuation' depends on axioms: [propext, Classical.choice, Quot.sound]
```
